# LSDA spin potentials as derivatives of $n\,e(r,z)$ for a differentiable energy per particle

## An energy known in $r$ and $z$, a potential needed in $u$ and $d$

In a magnetic atom or solid, the densities of spin-up and spin-down electrons are not equal everywhere. The local spin-density approximation (LSDA) assigns to each point the exchange-correlation energy per volume of a uniform gas with the same two spin densities. Call these densities $u$ and $d$, and let $n=u+d$ be the total density. Uniform-gas data are usually given as an exchange-correlation energy per particle $e(r,z)$ in the variables

$$r=c\,n^{-1/3},\qquad z=\frac{u-d}{n}.$$

Here $r$ is a length that measures the spacing between electrons, and $z$ is the relative spin polarization. The constant $c$ fixes how the spacing is measured: with $c=(3/4\pi)^{1/3}$, $r$ is the radius of a sphere that holds one electron on average.

The Kohn–Sham equations need an exchange-correlation potential for each spin. Since the LSDA exchange-correlation energy is the integral of $n\,e(r,z)$ over space, with no density gradients in the integrand, each potential is the ordinary derivative of $n\,e$ with respect to one spin density. In general both $r$ and $z$ change when $u$ or $d$ changes, so the derivative has several terms.

## The two potentials

Write $e_r$ and $e_z$ for the partial derivatives of $e$. If $n>0$ and $e$ is differentiable at $(r,z)$, then

$$\frac{\partial(n e)}{\partial u}=e-\frac r3e_r+(1-z)e_z,\qquad
\frac{\partial(n e)}{\partial d}=e-\frac r3e_r-(1+z)e_z .$$

For the derivation, let $u$ and $d$ depend on a parameter $t$, with rates $u'$ and $d'$. The power rule gives

$$\frac{dr}{dn}=-\frac13\,c\,n^{-4/3}=-\frac{r}{3n},$$

so $r$ changes at the rate $-\frac{r}{3n}(u'+d')$. The quotient rule gives

$$z'=\frac{u'-d'}{n}-\frac{(u-d)(u'+d')}{n^2}=\frac{(1-z)u'-(1+z)d'}{n}.$$

Because $e$ is differentiable, its rate of change is $e_r r'+e_z z'$. The product rule then yields

$$(ne)'=(u'+d')\,e-\frac r3e_r\,(u'+d')+e_z\big[(1-z)u'-(1+z)d'\big].$$

The factor $n$ has cancelled. Setting $(u',d')=(1,0)$ gives the first potential, and $(0,1)$ gives the second.

Subtracting the two shows that the spin-up potential minus the spin-down potential is $2e_z$. If $e$ is even in $z$, differentiating $e(r,-z)=e(r,z)$ at $z=0$ gives $-e_z=e_z$, hence $e_z=0$. At equal spin densities both potentials are then $e-\frac r3e_r$.

## Exchange acts within one spin

For exchange alone, take

$$e=-\frac{A}{2r}\left[(1+z)^{4/3}+(1-z)^{4/3}\right].$$

The coefficient $A$ sets the strength of exchange: the unpolarized gas has exchange energy $-A/r$ per particle. Let $c,u,d>0$, and write $P=(1+z)^{1/3}$ and $M=(1-z)^{1/3}$. Since $e_r=-e/r$,

$$e-\frac r3e_r=\frac43e=-\frac{2A}{3r}\left[(1+z)P+(1-z)M\right],\qquad e_z=-\frac{2A}{3r}(P-M).$$

In the spin-up potential the terms in $M$ cancel, which leaves

$$-\frac{2A}{3r}\left[(1+z)P+(1-z)P\right]=-\frac{4A}{3r}(1+z)^{1/3}.$$

Inserting $1+z=2u/n$ turns this into $-\frac{4A}{3c}(2u)^{1/3}$, which depends on the spin-up density only.

## Numbers for $u=6$, $d=2$

Take $c=2$, so that $n=8$, $r=1$ and $z=\frac12$, and use the simple trial function $e=-(1+z^2)/r$. At this point $e=-\frac54$, $e_r=\frac54$ and $e_z=-1$. The potentials are

$$-\frac54-\frac5{12}-\frac12=-\frac{13}{6},\qquad -\frac54-\frac5{12}+\frac32=-\frac16 .$$

Their difference is $-2=2e_z$. As a direct check, $ne=-\frac12\left[n^{4/3}+(u-d)^2n^{-2/3}\right]$, whose derivative in $u$ is

$$-\frac12\left[\frac83+2-\frac13\right]=-\frac{13}{6}.$$

## A cusp in the polarization

Without differentiability of $e$ the result can fail. As a mathematical example, not a model of the electron gas, let $e(r,z)=|z|$, so that $ne=|u-d|$ for $n>0$. At $u=d$ this has a corner, and neither potential exists. Lean's `deriv` returns 0 at such a corner, so the right-hand sides would still produce the number 0, but it would not be the derivative of $ne$ in either spin density.

## The physical quantities as Lean objects

The energy per particle is a function `e : ℝ × ℝ → ℝ` of the pair $(r,z)$. The definitions `wignerRadius`, `polarization` and `energyDensity` are $r$, $z$ and $n\,e(r,z)$, the last as a function of the two spin densities. `partialR` and `partialZ` are the one-variable derivatives $e_r$ and $e_z$.

In `spinUp_potential` and `spinDown_potential`, the hypotheses `hr` and `hz` tie the letters `r` and `z` to the densities, `hn` states $n>0$, and `he` states that $e$ is differentiable at $(r,z)$. The conclusion is a `HasDerivAt` statement: the energy density, with the other spin density held fixed, is differentiable and has the stated slope.

These two theorems accept any real $c$ and do not require each spin density to be positive. At full polarization, $z=\pm1$, `he` demands differentiability from both sides, so $e$ must be extended smoothly enough beyond the physical range. The exchange theorem `exchange_spinUp_potential` assumes $c$, $u$ and $d$ positive and leaves $A$ arbitrary.

The theorems concern the energy density at a single point. The passage from the spatial integral to its integrand belongs to the physical setting above, and the form of the exchange energy is taken as given, not derived from the electron gas.

```lean
import Mathlib

noncomputable section

namespace LSDASpinPotentials

/-- The density parameter `r = c n^(-1/3)` of a uniform gas, for density `n > 0`. -/
def wignerRadius (c n : ℝ) : ℝ := c * n ^ (-1 / 3 : ℝ)

/-- The relative spin polarization `z = (u - d)/(u + d)`, for `u + d ≠ 0`. -/
def polarization (u d : ℝ) : ℝ := (u - d) / (u + d)

/-- The LSDA energy per volume, `n e(r, z)`, as a function of the two spin densities
with `n = u + d > 0`. -/
def energyDensity (c : ℝ) (e : ℝ × ℝ → ℝ) (u d : ℝ) : ℝ :=
  (u + d) * e (wignerRadius c (u + d), polarization u d)

/-- The derivative `e_r` of the energy per particle at fixed polarization. -/
def partialR (e : ℝ × ℝ → ℝ) (r z : ℝ) : ℝ := deriv (fun s => e (s, z)) r

/-- The derivative `e_z` of the energy per particle at fixed density parameter. -/
def partialZ (e : ℝ × ℝ → ℝ) (r z : ℝ) : ℝ := deriv (fun y => e (r, y)) z

/-- At density `n > 0` the density parameter changes at the rate `-r/(3n)`. -/
theorem hasDerivAt_wignerRadius (c : ℝ) {n : ℝ} (hn : 0 < n) :
    HasDerivAt (wignerRadius c) (-(wignerRadius c n / (3 * n))) n := by
  have h : HasDerivAt (wignerRadius c)
      (c * ((-1 / 3 : ℝ) * n ^ ((-1 / 3 : ℝ) - 1))) n :=
    (Real.hasDerivAt_rpow_const (Or.inl hn.ne')).const_mul c
  rw [Real.rpow_sub_one hn.ne'] at h
  convert h using 1
  unfold wignerRadius
  ring

/-- Along a differentiable path of spin densities with positive total density, the polarization
changes at the rate `((1 - z) u' - (1 + z) d')/n`. -/
theorem hasDerivAt_polarization {u d : ℝ → ℝ} {u' d' t : ℝ}
    (hu : HasDerivAt u u' t) (hd : HasDerivAt d d' t) (hn : 0 < u t + d t) :
    HasDerivAt (fun s => polarization (u s) (d s))
      (((1 - polarization (u t) (d t)) * u' - (1 + polarization (u t) (d t)) * d')
        / (u t + d t)) t := by
  have hne := hn.ne'
  have h : HasDerivAt (fun s => polarization (u s) (d s)) _ t :=
    (hu.fun_sub hd).fun_div (hu.fun_add hd) hne
  refine h.congr_deriv ?_
  unfold polarization
  field_simp
  ring

/-- The total differential of a differentiable energy per particle is
`e_r dr + e_z dz`. -/
theorem fderiv_eq_partials {e : ℝ × ℝ → ℝ} {r z : ℝ}
    (he : DifferentiableAt ℝ e (r, z)) (a b : ℝ) :
    fderiv ℝ e (r, z) (a, b) = a * partialR e r z + b * partialZ e r z := by
  have p1 : HasDerivAt (fun s : ℝ => (s, z)) ((1 : ℝ), (0 : ℝ)) r :=
    (hasDerivAt_id' r).prodMk (hasDerivAt_const r z)
  have p2 : HasDerivAt (fun y : ℝ => (r, y)) ((0 : ℝ), (1 : ℝ)) z :=
    (hasDerivAt_const z r).prodMk (hasDerivAt_id' z)
  have h1 : HasDerivAt (fun s => e (s, z)) (fderiv ℝ e (r, z) (1, 0)) r :=
    he.hasFDerivAt.comp_hasDerivAt_of_eq r p1 rfl
  have h2 : HasDerivAt (fun y => e (r, y)) (fderiv ℝ e (r, z) (0, 1)) z :=
    he.hasFDerivAt.comp_hasDerivAt_of_eq z p2 rfl
  have hab : (a, b) = a • ((1 : ℝ), (0 : ℝ)) + b • ((0 : ℝ), (1 : ℝ)) := by simp
  rw [partialR, partialZ, h1.deriv, h2.deriv, hab, map_add, map_smul, map_smul,
    smul_eq_mul, smul_eq_mul]

/-- First variation of the LSDA energy density along any differentiable path of spin
densities, for positive total density and `e` differentiable at the point reached. -/
theorem hasDerivAt_energyDensity_path (c : ℝ) {e : ℝ × ℝ → ℝ} {u d : ℝ → ℝ}
    {u' d' t r z : ℝ} (hu : HasDerivAt u u' t) (hd : HasDerivAt d d' t)
    (hn : 0 < u t + d t) (hr : r = wignerRadius c (u t + d t))
    (hz : z = polarization (u t) (d t)) (he : DifferentiableAt ℝ e (r, z)) :
    HasDerivAt (fun s => energyDensity c e (u s) (d s))
      ((e (r, z) - r / 3 * partialR e r z + (1 - z) * partialZ e r z) * u'
        + (e (r, z) - r / 3 * partialR e r z - (1 + z) * partialZ e r z) * d') t := by
  subst hr hz
  have hne := hn.ne'
  have hs : HasDerivAt (fun s => u s + d s) (u' + d') t := hu.fun_add hd
  have hR : HasDerivAt (fun s => wignerRadius c (u s + d s))
      (-(wignerRadius c (u t + d t) / (3 * (u t + d t))) * (u' + d')) t :=
    (hasDerivAt_wignerRadius c hn).comp_of_eq t hs rfl
  -- chain rule through the pair (r, z)
  have hE : HasDerivAt
      (fun s => e (wignerRadius c (u s + d s), polarization (u s) (d s))) _ t :=
    he.hasFDerivAt.comp_hasDerivAt_of_eq t
      (hR.prodMk (hasDerivAt_polarization hu hd hn)) rfl
  rw [fderiv_eq_partials he] at hE
  -- product rule with the prefactor n
  have h : HasDerivAt (fun s => energyDensity c e (u s) (d s)) _ t := hs.fun_mul hE
  refine h.congr_deriv ?_
  field_simp
  ring

/-- The LSDA spin-up potential: for `n > 0` and `e` differentiable at `(r, z)`, the
derivative of `n e` in `u` is `e - (r/3) e_r + (1 - z) e_z`. -/
theorem spinUp_potential (c : ℝ) {e : ℝ × ℝ → ℝ} {u d r z : ℝ} (hn : 0 < u + d)
    (hr : r = wignerRadius c (u + d)) (hz : z = polarization u d)
    (he : DifferentiableAt ℝ e (r, z)) :
    HasDerivAt (fun x => energyDensity c e x d)
      (e (r, z) - r / 3 * partialR e r z + (1 - z) * partialZ e r z) u :=
  (hasDerivAt_energyDensity_path c (u := fun s => s) (d := fun _ => d)
    (hasDerivAt_id' u) (hasDerivAt_const u d) hn hr hz he).congr_deriv (by ring)

/-- The LSDA spin-down potential: for `n > 0` and `e` differentiable at `(r, z)`, the
derivative of `n e` in `d` is `e - (r/3) e_r - (1 + z) e_z`. -/
theorem spinDown_potential (c : ℝ) {e : ℝ × ℝ → ℝ} {u d r z : ℝ} (hn : 0 < u + d)
    (hr : r = wignerRadius c (u + d)) (hz : z = polarization u d)
    (he : DifferentiableAt ℝ e (r, z)) :
    HasDerivAt (fun y => energyDensity c e u y)
      (e (r, z) - r / 3 * partialR e r z - (1 + z) * partialZ e r z) d :=
  (hasDerivAt_energyDensity_path c (u := fun _ => u) (d := fun s => s)
    (hasDerivAt_const d u) (hasDerivAt_id' d) hn hr hz he).congr_deriv (by ring)

/-- For `n > 0` and `e` differentiable at `(r, z)`, the spin-up potential exceeds the
spin-down potential by `2 e_z`. -/
theorem potential_splitting (c : ℝ) {e : ℝ × ℝ → ℝ} {u d r z : ℝ} (hn : 0 < u + d)
    (hr : r = wignerRadius c (u + d)) (hz : z = polarization u d)
    (he : DifferentiableAt ℝ e (r, z)) :
    deriv (fun x => energyDensity c e x d) u - deriv (fun y => energyDensity c e u y) d
      = 2 * partialZ e r z := by
  rw [(spinUp_potential c hn hr hz he).deriv, (spinDown_potential c hn hr hz he).deriv]
  ring

/-- At equal spin densities `m > 0`, with `e` differentiable at `(r, 0)` and even in the
polarization, both spin potentials equal `e - (r/3) e_r`. -/
theorem unpolarized_potential (c : ℝ) {e : ℝ × ℝ → ℝ} {m r : ℝ} (hm : 0 < m)
    (hr : r = wignerRadius c (m + m)) (he : DifferentiableAt ℝ e (r, 0))
    (heven : ∀ y, e (r, -y) = e (r, y)) :
    HasDerivAt (fun x => energyDensity c e x m) (e (r, 0) - r / 3 * partialR e r 0) m ∧
    HasDerivAt (fun y => energyDensity c e m y) (e (r, 0) - r / 3 * partialR e r 0) m := by
  have hz : (0 : ℝ) = polarization m m := by simp [polarization]
  -- an even function has zero slope at the origin
  have h0 : partialZ e r 0 = 0 := by
    have h := deriv_comp_neg (fun y => e (r, y)) 0
    simp only [heven, neg_zero] at h
    unfold partialZ
    linarith
  have hn : 0 < m + m := by linarith
  exact ⟨(spinUp_potential c hn hr hz he).congr_deriv (by rw [h0]; ring),
    (spinDown_potential c hn hr hz he).congr_deriv (by rw [h0]; ring)⟩

/-- The spin-scaled exchange energy per particle with coefficient `A`, as a function of
`(r, z)` with `r > 0` and `-1 ≤ z ≤ 1`. -/
def exchangeEnergy (A : ℝ) (p : ℝ × ℝ) : ℝ :=
  -(A / (2 * p.1)) * ((1 + p.2) ^ (4 / 3 : ℝ) + (1 - p.2) ^ (4 / 3 : ℝ))

/-- For `c > 0` and positive spin densities, the spin-up exchange potential is
`-(4A/(3r)) (1 + z)^(1/3)`. -/
theorem exchange_spinUp_potential (A : ℝ) {c u d r z : ℝ} (hc : 0 < c) (hu : 0 < u)
    (hd : 0 < d) (hr : r = wignerRadius c (u + d)) (hz : z = polarization u d) :
    HasDerivAt (fun x => energyDensity c (exchangeEnergy A) x d)
      (-(4 * A / (3 * r)) * (1 + z) ^ (1 / 3 : ℝ)) u := by
  have hn : 0 < u + d := by linarith
  have hr0 : r ≠ 0 := by
    rw [hr]; unfold wignerRadius; positivity
  have hp : 0 < 1 + z := by
    have h : 1 + z = 2 * u / (u + d) := by
      rw [hz]; unfold polarization; field_simp; ring
    rw [h]; positivity
  have hm : 0 < 1 - z := by
    have h : 1 - z = 2 * d / (u + d) := by
      rw [hz]; unfold polarization; field_simp; ring
    rw [h]; positivity
  have he : DifferentiableAt ℝ (exchangeEnergy A) (r, z) := by
    have h1 : DifferentiableAt ℝ (fun p : ℝ × ℝ => (1 + p.2) ^ (4 / 3 : ℝ)) (r, z) :=
      DifferentiableAt.rpow_const (by fun_prop) (Or.inr (by norm_num))
    have h2 : DifferentiableAt ℝ (fun p : ℝ × ℝ => (1 - p.2) ^ (4 / 3 : ℝ)) (r, z) :=
      DifferentiableAt.rpow_const (by fun_prop) (Or.inr (by norm_num))
    have h3 : DifferentiableAt ℝ (fun p : ℝ × ℝ => -(A / (2 * p.1))) (r, z) := by
      fun_prop (disch := simp [hr0])
    exact h3.mul (h1.add h2)
  -- the two partial derivatives of the exchange energy
  have hR : partialR (exchangeEnergy A) r z = -(A / 2) * (-(r ^ 2)⁻¹)
      * ((1 + z) ^ (4 / 3 : ℝ) + (1 - z) ^ (4 / 3 : ℝ)) := by
    have hf : (fun s => exchangeEnergy A (s, z)) = fun s => -(A / 2) * s⁻¹
        * ((1 + z) ^ (4 / 3 : ℝ) + (1 - z) ^ (4 / 3 : ℝ)) := by
      funext s
      unfold exchangeEnergy
      ring
    rw [partialR, hf]
    exact (((hasDerivAt_inv hr0).const_mul _).mul_const _).deriv
  have hZ : partialZ (exchangeEnergy A) r z = -(A / (2 * r))
      * (1 * (4 / 3) * (1 + z) ^ ((4 / 3 : ℝ) - 1)
        + -1 * (4 / 3) * (1 - z) ^ ((4 / 3 : ℝ) - 1)) := by
    have h1 : HasDerivAt (fun y : ℝ => (1 + y) ^ (4 / 3 : ℝ))
        (1 * (4 / 3) * (1 + z) ^ ((4 / 3 : ℝ) - 1)) z :=
      ((hasDerivAt_id' z).const_add 1).rpow_const (Or.inr (by norm_num))
    have h2 : HasDerivAt (fun y : ℝ => (1 - y) ^ (4 / 3 : ℝ))
        (-1 * (4 / 3) * (1 - z) ^ ((4 / 3 : ℝ) - 1)) z :=
      ((hasDerivAt_id' z).const_sub 1).rpow_const (Or.inr (by norm_num))
    have h3 : HasDerivAt (fun y => exchangeEnergy A (r, y)) _ z :=
      (h1.fun_add h2).const_mul (-(A / (2 * r)))
    exact h3.deriv
  have key : ∀ x : ℝ, 0 < x → x ^ (4 / 3 : ℝ) = x * x ^ (1 / 3 : ℝ) := by
    intro x hx
    rw [show (4 / 3 : ℝ) = 1 + 1 / 3 by norm_num, Real.rpow_add hx, Real.rpow_one]
  refine (spinUp_potential c hn hr hz he).congr_deriv ?_
  rw [hR, hZ]
  simp only [exchangeEnergy]
  rw [key _ hp, key _ hm, show (4 / 3 : ℝ) - 1 = 1 / 3 by norm_num]
  generalize (1 + z) ^ (1 / 3 : ℝ) = P
  generalize (1 - z) ^ (1 / 3 : ℝ) = M
  field_simp
  ring

end LSDASpinPotentials
```

```lean
#print axioms LSDASpinPotentials.spinDown_potential
-- 'LSDASpinPotentials.spinDown_potential' depends on axioms: [propext, Classical.choice, Quot.sound]
#print axioms LSDASpinPotentials.potential_splitting
-- 'LSDASpinPotentials.potential_splitting' depends on axioms: [propext, Classical.choice, Quot.sound]
#print axioms LSDASpinPotentials.unpolarized_potential
-- 'LSDASpinPotentials.unpolarized_potential' depends on axioms: [propext, Classical.choice, Quot.sound]
#print axioms LSDASpinPotentials.exchange_spinUp_potential
-- 'LSDASpinPotentials.exchange_spinUp_potential' depends on axioms: [propext, Classical.choice, Quot.sound]
```

## One path derivative, two choices of path

`hasDerivAt_wignerRadius` is the power rule; rewriting $n^{-1/3-1}$ as $n^{-1/3}/n$ brings the result to the form $-r/(3n)$. `hasDerivAt_polarization` applies the quotient rule along a path, and `field_simp` and `ring` rearrange the outcome into the expression for $z'$.

`fderiv_eq_partials` supplies the total differential. It restricts $e$ to the two coordinate lines through $(r,z)$, which identifies the differential on $(1,0)$ and $(0,1)$ with $e_r$ and $e_z$. Linearity gives its value on any $(a,b)$.

`hasDerivAt_energyDensity_path` combines these facts. In its proof, `hE` is the chain rule through the pair $(r,z)$, and `h` is the product rule with the prefactor $n$. The closing algebra cancels $n$ and collects the coefficients of $u'$ and $d'$. Each potential follows by letting one density be the path parameter itself while the other stays constant.

`potential_splitting` subtracts the two derivatives. `unpolarized_potential` obtains $e_z=0$ from the rule for differentiating $y\mapsto f(-y)$; it needs evenness only at the value of $r$ in question.

The exchange proof first shows $1+z=2u/n>0$ and $1-z=2d/n>0$, and that $r\neq0$. It then establishes differentiability (`he`) and computes the partial derivatives (`hR` and `hZ`). The auxiliary fact `key` splits $x^{4/3}$ into $x\,x^{1/3}$ for positive $x$. Once the two cube roots are replaced by the letters `P` and `M`, what remains is the cancellation of $M$ carried out above, and `field_simp` and `ring` complete it.
